# Second-order thermal corrections stay finite when energy levels coincide

A system with finitely many levels is held at inverse temperature $\beta$, and a weak perturbation $V$ couples the levels. Non-degenerate ground-state perturbation theory divides by energy differences from the ground level, so its second-order formula breaks down when a level coupled to the ground state coincides with it in energy. At finite temperature the second-order correction to the partition function comes instead from an integral over imaginary time. Does that integral also diverge when an energy difference $D$ vanishes?

The imaginary-time separation $s$ of two actions of $V$ runs from $0$ to $\beta$. Its contribution is collected in the kernel

$$K(\beta,D)=\int_0^\beta(\beta-s)\,e^{-sD}\,ds .$$

In Lean this is `kernel β D`. Physically $\beta>0$, but the theorems below hold for every real $\beta$, with oriented integrals.

```lean
import Mathlib

open Filter Topology

namespace FiniteTemperaturePerturbation

noncomputable section

/-- The second-order imaginary-time kernel: the integral of `(β - s) exp(-s D)` over `s` from
`0` to `β`, for an energy denominator `D`. -/
def kernel (β D : ℝ) : ℝ := ∫ s in (0 : ℝ)..β, (β - s) * Real.exp (-s * D)
```

## (a) The kernel at a nonzero denominator

Show that for $D\neq0$

$$K(\beta,D)=\frac{\beta}{D}-\frac{1-e^{-\beta D}}{D^2}.$$

**Solution.** Take $F(s)=e^{-sD}\left(\frac1{D^2}-\frac{\beta-s}{D}\right)$. Then

$$F'(s)=e^{-sD}\left(-\frac1D+(\beta-s)+\frac1D\right)=(\beta-s)e^{-sD}.$$

Since $F(\beta)=e^{-\beta D}/D^2$ and $F(0)=1/D^2-\beta/D$, the difference $F(\beta)-F(0)$ is the stated expression.

In the proof, `hF` is this differentiation, and `integral_eq_sub_of_hasDerivAt` is the fundamental theorem of calculus.

```lean
/-- For a nonzero energy denominator the kernel is `β/D - (1 - exp(-βD))/D²`. -/
theorem kernel_eq (β : ℝ) {D : ℝ} (hD : D ≠ 0) :
    kernel β D = β / D - (1 - Real.exp (-β * D)) / D ^ 2 := by
  have hi : D * D⁻¹ = 1 := mul_inv_cancel₀ hD
  -- an explicit antiderivative of the integrand
  have hF : ∀ s : ℝ, HasDerivAt
      (fun x : ℝ => Real.exp (-x * D) * (1 / D ^ 2 - (β - x) / D))
      ((β - s) * Real.exp (-s * D)) s := by
    intro s
    have h1 : HasDerivAt (fun x : ℝ => -x * D) (-1 * D) s :=
      (hasDerivAt_neg s).mul_const D
    have h2 := (((hasDerivAt_id' s).const_sub β).div_const D).const_sub (1 / D ^ 2)
    refine (h1.exp.fun_mul h2).congr_deriv ?_
    linear_combination (Real.exp (-s * D) * (β - s - D⁻¹)) * hi
  have hint : IntervalIntegrable (fun s : ℝ => (β - s) * Real.exp (-s * D))
      MeasureTheory.volume 0 β := Continuous.intervalIntegrable (by fun_prop) _ _
  rw [kernel, intervalIntegral.integral_eq_sub_of_hasDerivAt (fun s _ => hF s) hint]
  simp only [neg_zero, zero_mul, Real.exp_zero]
  ring
```

## (b) The kernel at zero denominator

Show that $K(\beta,0)=\beta^2/2$.

**Solution.** The exponential is $1$, and $\int_0^\beta(\beta-s)\,ds=\beta^2-\beta^2/2$. The Lean proof uses the antiderivative $\beta s-s^2/2$.

```lean
/-- At zero energy denominator the kernel is `β²/2`. -/
theorem kernel_zero (β : ℝ) : kernel β 0 = β ^ 2 / 2 := by
  have hF : ∀ s : ℝ, HasDerivAt (fun x : ℝ => β * x - x * x / 2)
      ((β - s) * Real.exp (-s * 0)) s := by
    intro s
    refine (((hasDerivAt_id' s).const_mul β).fun_sub
      (((hasDerivAt_id' s).fun_mul (hasDerivAt_id' s)).div_const 2)).congr_deriv ?_
    rw [mul_zero, Real.exp_zero]
    ring
  have hint : IntervalIntegrable (fun s : ℝ => (β - s) * Real.exp (-s * 0))
      MeasureTheory.volume 0 β := Continuous.intervalIntegrable (by fun_prop) _ _
  rw [kernel, intervalIntegral.integral_eq_sub_of_hasDerivAt (fun s _ => hF s) hint]
  ring
```

## (c) The limit of vanishing denominator

Show that

$$\lim_{D\to0,\;D\neq0}\left[\frac{\beta}{D}-\frac{1-e^{-\beta D}}{D^2}\right]=\frac{\beta^2}{2}.$$

**Solution.** The integrand of $K$ is jointly continuous in $D$ and $s$, and the integration range is bounded, so $K(\beta,D)$ is continuous in $D$. By (a) the bracket equals $K(\beta,D)$ for $D\neq0$, so its limit is $K(\beta,0)$, known from (b). A Taylor expansion shows the cancellation: $1-e^{-\beta D}=\beta D-\beta^2D^2/2+O(D^3)$, so the two $\beta/D$ terms remove each other.

The filter `𝓝[≠] 0` says that $D$ approaches zero through nonzero values. This matters because Lean sets division by zero to zero, so the bracket itself has the value $0$ at $D=0$. The proof obtains continuity as `hc` and then replaces the kernel by the closed form near zero.

```lean
/-- As the energy denominator `D` tends to zero through nonzero values, the expression
`β/D - (1 - exp(-βD))/D²` tends to `β²/2`. -/
theorem tendsto_vanishing_denominator (β : ℝ) :
    Tendsto (fun D : ℝ => β / D - (1 - Real.exp (-β * D)) / D ^ 2)
      (𝓝[≠] 0) (𝓝 (β ^ 2 / 2)) := by
  have hu : Continuous (Function.uncurry
      fun D s : ℝ => (β - s) * Real.exp (-s * D)) := by
    change Continuous fun p : ℝ × ℝ => (β - p.2) * Real.exp (-p.2 * p.1)
    fun_prop
  -- the integral is continuous in `D`, also at `D = 0`
  have hc : Continuous (kernel β) :=
    intervalIntegral.continuous_parametric_intervalIntegral_of_continuous' hu 0 β
  have h := (hc.tendsto 0).mono_left (nhdsWithin_le_nhds (s := {0}ᶜ))
  rw [kernel_zero] at h
  refine h.congr' ?_
  filter_upwards [self_mem_nhdsWithin] with D hD using kernel_eq β hD
```

## (d) From time ordering to the kernel

Two actions of $V$ at imaginary times $u\le t$ give a double integral. Show that, for every $D$,

$$\int_0^\beta dt\int_0^t du\;e^{-(t-u)D}=K(\beta,D).$$

**Solution.** With $s=t-u$ the inner integral becomes $G(t)=\int_0^t e^{-sD}ds$. Now

$$\frac{d}{dt}\big[(t-\beta)G(t)\big]=G(t)-(\beta-t)e^{-tD}.$$

Integrate from $0$ to $\beta$. The boundary terms vanish, because $t-\beta=0$ at the upper end and $G(0)=0$ at the lower. Hence $\int_0^\beta G(t)\,dt=K(\beta,D)$.

In the code, `hin` is the substitution, `hG` gives $G'(t)=e^{-tD}$, and `hF` is the product rule.

```lean
/-- The time-ordered double integral of `exp(-(t - u) D)` over `0 ≤ u ≤ t ≤ β` is the kernel,
for every `D` and `β ≥ 0`; with oriented integrals it holds for every real `β`. -/
theorem timeOrdered_eq_kernel (β D : ℝ) :
    ∫ t in (0 : ℝ)..β, ∫ u in (0 : ℝ)..t, Real.exp (-(t - u) * D) = kernel β D := by
  have hin : ∀ t : ℝ, ∫ u in (0 : ℝ)..t, Real.exp (-(t - u) * D)
      = ∫ s in (0 : ℝ)..t, Real.exp (-s * D) := by
    intro t
    have h := intervalIntegral.integral_comp_sub_left (a := 0) (b := t)
      (fun s : ℝ => Real.exp (-s * D)) t
    rw [sub_self, sub_zero] at h
    exact h
  have hc : Continuous (fun s : ℝ => Real.exp (-s * D)) := by fun_prop
  have hk : Continuous (fun s : ℝ => (β - s) * Real.exp (-s * D)) := by fun_prop
  have hG : ∀ t : ℝ, HasDerivAt (fun x : ℝ => ∫ s in (0 : ℝ)..x, Real.exp (-s * D))
      (Real.exp (-t * D)) t := fun t => (hc.integral_hasStrictDerivAt 0 t).hasDerivAt
  have hGc : Continuous (fun x : ℝ => ∫ s in (0 : ℝ)..x, Real.exp (-s * D)) :=
    continuous_iff_continuousAt.2 fun t => (hG t).continuousAt
  -- integration by parts
  have hF : ∀ t : ℝ, HasDerivAt
      (fun x : ℝ => (x - β) * ∫ s in (0 : ℝ)..x, Real.exp (-s * D))
      ((∫ s in (0 : ℝ)..t, Real.exp (-s * D)) - (β - t) * Real.exp (-t * D)) t := by
    intro t
    refine (((hasDerivAt_id' t).sub_const β).fun_mul (hG t)).congr_deriv ?_
    ring
  have h := intervalIntegral.integral_eq_sub_of_hasDerivAt (fun t _ => hF t)
    ((hGc.sub hk).intervalIntegrable 0 β)
  rw [intervalIntegral.integral_sub (hGc.intervalIntegrable 0 β)
    (hk.intervalIntegrable 0 β)] at h
  simp only [sub_self, zero_mul, intervalIntegral.integral_same, mul_zero] at h
  simp only [hin]
  exact sub_eq_zero.1 h
```

## (e) Adding the two orderings of a pair

For levels with energies $a$ and $b$, define the pair weight

$$w(a,b)=\begin{cases}\dfrac{e^{-\beta a}-e^{-\beta b}}{b-a}, & a\neq b,\\[2mm] \beta e^{-\beta a}, & a=b.\end{cases}$$

```lean
/-- The thermal weight of a pair of levels `a`, `b`: minus the difference quotient of their
Boltzmann factors if `a ≠ b`, and `β exp(-βa)` if `a = b`. -/
def pairWeight (β a b : ℝ) : ℝ :=
  if a = b then β * Real.exp (-β * a)
  else (Real.exp (-β * a) - Real.exp (-β * b)) / (b - a)
```

Show that

$$e^{-\beta a}K(\beta,b-a)+e^{-\beta b}K(\beta,a-b)=\beta\,w(a,b).$$

**Solution.** Let $a\neq b$ and $\Delta=b-a$. By (a), the two terms are

$$\frac{\beta e^{-\beta a}}{\Delta}-\frac{e^{-\beta a}-e^{-\beta b}}{\Delta^2}
\quad\text{and}\quad
-\frac{\beta e^{-\beta b}}{\Delta}-\frac{e^{-\beta b}-e^{-\beta a}}{\Delta^2}.$$

The squared denominators cancel, leaving $\beta(e^{-\beta a}-e^{-\beta b})/\Delta$. If $a=b$, (b) gives $2e^{-\beta a}\beta^2/2=\beta\cdot\beta e^{-\beta a}$.

The proof makes the same case split. There `hx` and `hy` combine the exponentials, and `linear_combination` carries out the cancellation.

```lean
/-- The Boltzmann-weighted kernels of the two orderings of a pair of levels add up to `β` times
the thermal weight of the pair. -/
theorem kernel_pair (β a b : ℝ) :
    Real.exp (-β * a) * kernel β (b - a) + Real.exp (-β * b) * kernel β (a - b)
      = β * pairWeight β a b := by
  by_cases hab : a = b
  · subst hab
    rw [pairWeight, if_pos rfl, sub_self, kernel_zero]
    ring
  · rw [pairWeight, if_neg hab, kernel_eq β (sub_ne_zero.2 (Ne.symm hab)),
      kernel_eq β (sub_ne_zero.2 hab)]
    have hx : Real.exp (-β * a) * Real.exp (-β * (b - a)) = Real.exp (-β * b) := by
      rw [← Real.exp_add]; congr 1; ring
    have hy : Real.exp (-β * b) * Real.exp (-β * (a - b)) = Real.exp (-β * a) := by
      rw [← Real.exp_add]; congr 1; ring
    have e1 : β / (a - b) = -(β / (b - a)) := by rw [← neg_sub b a, div_neg]
    have e2 : (a - b) ^ 2 = (b - a) ^ 2 := by ring
    -- the squared denominators cancel between the two orderings
    rw [e1, e2]
    linear_combination (hx + hy) / (b - a) ^ 2
```

## (f) The thermal trace in the eigenbasis

Let $H_0$ have energies $E_i$, with $i$ in a finite index set `ι`, and let $V$ be a complex matrix in its eigenbasis. The interaction picture $V(t)=e^{tH_0}Ve^{-tH_0}$ then has the elements $e^{t(E_i-E_j)}V_{ij}$, which is how `interaction` defines it.

```lean
variable {ι : Type*} [Fintype ι] [DecidableEq ι]

/-- The perturbation `V` in the imaginary-time interaction picture, written in the eigenbasis of
the unperturbed Hamiltonian with energies `E`. -/
def interaction (E : ι → ℝ) (V : Matrix ι ι ℂ) (t : ℝ) : Matrix ι ι ℂ :=
  Matrix.of fun i j => (Real.exp (t * (E i - E j)) : ℂ) * V i j
```

The function `correlation` is $C(t,u)=\mathrm{Tr}\big[e^{-\beta H_0}V(t)V(u)\big]$.

```lean
/-- The thermal trace of `exp(-βH₀) V(t) V(u)`. -/
def correlation (β : ℝ) (E : ι → ℝ) (V : Matrix ι ι ℂ) (t u : ℝ) : ℂ :=
  (Matrix.diagonal (fun i => (Real.exp (-β * E i) : ℂ)) *
    (interaction E V t * interaction E V u)).trace
```

The second-order term is $Z_2=\int_0^\beta dt\int_0^t du\,\mathrm{Re}\,C(t,u)$. That this is, for Hermitian $V$, the second-order part of $\mathrm{Tr}\,e^{-\beta(H_0+V)}$ is the standard Dyson expansion; it enters here through the definition and is not derived.

```lean
/-- For Hermitian `V`, the second-order Dyson term of the partition function: the real part of the
thermal trace of `exp(-βH₀) V(t) V(u)`, integrated over `u` from `0` to `t` and `t` from `0` to `β`.
-/
def secondOrder (β : ℝ) (E : ι → ℝ) (V : Matrix ι ι ℂ) : ℝ :=
  ∫ t in (0 : ℝ)..β, ∫ u in (0 : ℝ)..t, (correlation β E V t u).re
```

Show that for Hermitian $V$

$$C(t,u)=\sum_{i,j}e^{-\beta E_i}|V_{ij}|^2e^{-(t-u)(E_j-E_i)}.$$

**Solution.** Writing out the trace gives

$$C(t,u)=\sum_{i,j}e^{-\beta E_i}\,e^{t(E_i-E_j)}V_{ij}\,e^{u(E_j-E_i)}V_{ji}.$$

Hermiticity gives $V_{ij}V_{ji}=|V_{ij}|^2$, and the two time exponentials combine. These steps are `hv` and `he`. The result is real, so taking the real part in $Z_2$ discards nothing when $V$ is Hermitian.

```lean
/-- For Hermitian `V` the thermal trace is real, and is the sum over ordered pairs of levels of the
product of Boltzmann factor, squared modulus of the matrix element and imaginary-time exponential.
-/
theorem correlation_eq (β : ℝ) (E : ι → ℝ) {V : Matrix ι ι ℂ} (hV : V.IsHermitian) (t u : ℝ) :
    correlation β E V t u = ((∑ i, ∑ j, Real.exp (-β * E i) * ‖V i j‖ ^ 2 *
      Real.exp (-(t - u) * (E j - E i)) : ℝ) : ℂ) := by
  rw [correlation, Matrix.trace, Complex.ofReal_sum]
  refine Finset.sum_congr rfl fun i _ => ?_
  rw [Matrix.diag_apply, Matrix.diagonal_mul, Matrix.mul_apply, Finset.mul_sum,
    Complex.ofReal_sum]
  refine Finset.sum_congr rfl fun j _ => ?_
  have hv : V i j * V j i = ((‖V i j‖ ^ 2 : ℝ) : ℂ) := by
    rw [← hV.apply j i, ← Complex.normSq_eq_norm_sq]
    exact Complex.mul_conj _
  have he : Real.exp (t * (E i - E j)) * Real.exp (u * (E j - E i))
      = Real.exp (-(t - u) * (E j - E i)) := by
    rw [← Real.exp_add]; congr 1; ring
  rw [← he]
  simp only [interaction, Matrix.of_apply, Complex.ofReal_mul]
  rw [← hv]
  ring
```

## (g) The second-order term as a sum of kernels

Show that for Hermitian $V$

$$Z_2=\sum_{i,j}e^{-\beta E_i}|V_{ij}|^2K(\beta,E_j-E_i).$$

**Solution.** Insert (f) and exchange the finite sums with the integrals. The constants $e^{-\beta E_i}|V_{ij}|^2$ come out, and the remaining double integral is that of (d) with $D=E_j-E_i$.

Most of the Lean proof supplies the continuity that justifies the exchange: `h1` treats the inner integral, `hc` the outer one, and `timeOrdered_eq_kernel` finishes.

```lean
/-- For Hermitian `V` the second-order term is the sum over ordered pairs of levels of the product
of Boltzmann factor, squared modulus of the matrix element and kernel at the energy difference. -/
theorem secondOrder_eq_sum (β : ℝ) (E : ι → ℝ) {V : Matrix ι ι ℂ} (hV : V.IsHermitian) :
    secondOrder β E V =
      ∑ i, ∑ j, Real.exp (-β * E i) * ‖V i j‖ ^ 2 * kernel β (E j - E i) := by
  have hc : ∀ D : ℝ, Continuous
      (fun t : ℝ => ∫ u in (0 : ℝ)..t, Real.exp (-(t - u) * D)) := by
    intro D
    have hu : Continuous (Function.uncurry fun t u : ℝ => Real.exp (-(t - u) * D)) := by
      change Continuous fun p : ℝ × ℝ => Real.exp (-(p.1 - p.2) * D)
      fun_prop
    exact intervalIntegral.continuous_parametric_intervalIntegral_of_continuous hu continuous_id
  -- the inner integral, level pair by level pair
  have h1 : ∀ t : ℝ, ∫ u in (0 : ℝ)..t, (correlation β E V t u).re
      = ∑ i, ∑ j, Real.exp (-β * E i) * ‖V i j‖ ^ 2 *
        ∫ u in (0 : ℝ)..t, Real.exp (-(t - u) * (E j - E i)) := by
    intro t
    simp only [correlation_eq β E hV, Complex.ofReal_re]
    rw [intervalIntegral.integral_finsetSum]
    · refine Finset.sum_congr rfl fun i _ => ?_
      rw [intervalIntegral.integral_finsetSum]
      · exact Finset.sum_congr rfl fun j _ => intervalIntegral.integral_const_mul _ _
      · intro j _
        exact Continuous.intervalIntegrable (by fun_prop) _ _
    · intro i _
      exact Continuous.intervalIntegrable (by fun_prop) _ _
  simp only [secondOrder, h1]
  rw [intervalIntegral.integral_finsetSum]
  · refine Finset.sum_congr rfl fun i _ => ?_
    rw [intervalIntegral.integral_finsetSum]
    · refine Finset.sum_congr rfl fun j _ => ?_
      rw [intervalIntegral.integral_const_mul, timeOrdered_eq_kernel]
    · intro j _
      exact (continuous_const.mul (hc _)).intervalIntegrable _ _
  · intro i _
    exact (continuous_finsetSum _ fun j _ =>
      continuous_const.mul (hc _)).intervalIntegrable _ _
```

## (h) One formula for every pattern of degeneracies

Show that for Hermitian $V$

$$Z_2=\frac{\beta}{2}\sum_{i,j}|V_{ij}|^2\,w(E_i,E_j).$$

**Solution.** Exchange the names $i$ and $j$ in (g) and add the result to the original sum. Since $|V_{ji}|=|V_{ij}|$, part (e) applies to each pair, and $2Z_2=\beta\sum_{i,j}|V_{ij}|^2w(E_i,E_j)$. In the code `hsw` is the exchange of names and `key` is the addition.

In the terms with $E_i=E_j$, including $i=j$, the energy difference vanishes. Each contributes $\frac{\beta^2}{2}e^{-\beta E_i}|V_{ij}|^2$, which is finite. In finite-temperature electronic structure, the levels can be the eigenstates of a mean-field $H_0$ for a fixed number of electrons in a finite basis; the formula then gives the second-order term of the canonical partition function, but not yet that of the free energy, which also involves the square of the first-order term.

```lean
/-- For Hermitian `V` and any energies, degenerate or not, the second-order term is `β/2` times the
sum over ordered pairs of levels of the product of squared modulus of the matrix element and thermal
pair weight. -/
theorem secondOrder_eq_pairWeight (β : ℝ) (E : ι → ℝ) {V : Matrix ι ι ℂ}
    (hV : V.IsHermitian) :
    secondOrder β E V = β / 2 * ∑ i, ∑ j, ‖V i j‖ ^ 2 * pairWeight β (E i) (E j) := by
  rw [secondOrder_eq_sum β E hV]
  -- exchange the names of the two levels and add
  have hsw : ∑ i, ∑ j, Real.exp (-β * E i) * ‖V i j‖ ^ 2 * kernel β (E j - E i)
      = ∑ i, ∑ j, Real.exp (-β * E j) * ‖V j i‖ ^ 2 * kernel β (E i - E j) :=
    Finset.sum_comm
  have key : ∑ i, ∑ j, Real.exp (-β * E i) * ‖V i j‖ ^ 2 * kernel β (E j - E i)
      + ∑ i, ∑ j, Real.exp (-β * E j) * ‖V j i‖ ^ 2 * kernel β (E i - E j)
      = β * ∑ i, ∑ j, ‖V i j‖ ^ 2 * pairWeight β (E i) (E j) := by
    simp only [← Finset.sum_add_distrib, Finset.mul_sum]
    refine Finset.sum_congr rfl fun i _ => Finset.sum_congr rfl fun j _ => ?_
    have hn : ‖V j i‖ = ‖V i j‖ := by rw [← hV.apply i j, norm_star]
    rw [hn]
    linear_combination ‖V i j‖ ^ 2 * kernel_pair β (E i) (E j)
  linear_combination (key + hsw) / 2

end

end FiniteTemperaturePerturbation
```

```lean
#print axioms FiniteTemperaturePerturbation.tendsto_vanishing_denominator
#print axioms FiniteTemperaturePerturbation.secondOrder_eq_pairWeight
```

```
'FiniteTemperaturePerturbation.tendsto_vanishing_denominator' depends on axioms: [propext, Classical.choice, Quot.sound]
'FiniteTemperaturePerturbation.secondOrder_eq_pairWeight' depends on axioms: [propext, Classical.choice, Quot.sound]
```

## One level and two levels

For a single level with energy $E$ and real perturbation $v$, (h) gives $Z_2=\frac{\beta^2}{2}e^{-\beta E}v^2$. This is the $v^2$ term of $e^{-\beta(E+v)}$, so here the whole second-order correction comes from a term with zero energy difference.

For two levels take $\beta=1$, energies $0$ and $\ln2$, $V_{12}=V_{21}=1$ and zero diagonal elements. The Boltzmann factors are $1$ and $\tfrac12$, so

$$Z_2=\frac12\cdot2\cdot\frac{1-\frac12}{\ln2}\approx0.721.$$

The sum in (g) agrees: $K(1,\ln2)\approx0.402$ and $K(1,-\ln2)\approx0.639$, and $0.402+\tfrac12\cdot0.639\approx0.721$. If both energies are moved to $0$, the formula gives $Z_2=1$. This matches the direct expansion $\mathrm{Tr}\,e^{-\beta V}=2\cosh\beta=2+\beta^2+\dots$ at $\beta=1$.
